# Heavier isotopes lower the top squared frequency of a stable harmonic crystal by at most the largest mass ratio

A time step for velocity Verlet dynamics of a harmonic crystal must satisfy $\omega_{\max}\Delta t<2$. If some atoms are replaced by heavier isotopes and no mass grows by more than a factor $s$, the old time step stays stable, and the limit on $\Delta t$ grows by at most $\sqrt s$. This holds for a finite harmonic model with positive semidefinite force constants and $\omega_{\max}>0$. It follows from bounds on the largest eigenvalues $L$ and $L'$ of the mass-weighted matrices before and after substitution:

$$\frac{L}{s}\le L'\le L .$$

## The harmonic model

The finite type `n` labels Cartesian coordinates, not atoms. Each coordinate $i$ has its own mass $m_i$; for a real atom the three masses agree.

In Lean 4 with Mathlib:

```lean
import Mathlib

open Matrix

namespace IsotopeTopFrequency

noncomputable section

variable {n : Type*} [Fintype n] [DecidableEq n]
```

The real matrix $\Phi$ holds the force constants. The same $\Phi$ serves for both sets of masses, as in the Born–Oppenheimer picture, where the potential energy doesn't depend on nuclear mass. The dynamical matrix is $D_{ij}=\Phi_{ij}/(\sqrt{m_i}\sqrt{m_j})$. Being real, it describes a finite cluster or the zone centre of a periodic cell, but not the complex matrix at a general wavevector.

```lean
/-- The mass-weighted dynamical matrix, with entries `Φ i j / (√(m i) √(m j))`. -/
def dynMat (Φ : Matrix n n ℝ) (m : n → ℝ) : Matrix n n ℝ :=
  Matrix.of fun i j => Φ i j / (√(m i) * √(m j))
```

An eigenvalue of $D$ is a squared frequency $\omega^2$. `IsTopEigenvalue Φ m L` says that $L$ is the greatest real number $l$ for which $Dv=lv$ has a solution $v\neq0$.

```lean
/-- `L` is the largest eigenvalue (squared frequency) of the dynamical matrix. -/
def IsTopEigenvalue (Φ : Matrix n n ℝ) (m : n → ℝ) (L : ℝ) : Prop :=
  IsGreatest {l : ℝ | ∃ v : n → ℝ, v ≠ 0 ∧ dynMat Φ m *ᵥ v = l • v} L
```

A displacement $x$ has mass-weighted coordinates $\sqrt{m_i}\,x_i$.

```lean
/-- The mass-weighted coordinates `√(m i) x i` of a displacement `x`. -/
def weighted (m x : n → ℝ) : n → ℝ := fun i => √(m i) * x i
```

Its inertia form is $I_m(x)=\sum_i m_i x_i^2$.

```lean
/-- The inertia form `∑ m i (x i)²` of a displacement `x`. -/
def inertia (m x : n → ℝ) : ℝ := ∑ i, m i * x i ^ 2
```

## (a) The two quadratic forms in mass-weighted coordinates

**Task.** For positive masses and $w_i=\sqrt{m_i}\,x_i$, show that $w\cdot Dw=x\cdot\Phi x$ and $w\cdot w=I_m(x)$.

**Solution.** The square roots cancel term by term:

$$\sum_{ij}\sqrt{m_i}\,x_i\,\frac{\Phi_{ij}}{\sqrt{m_i}\sqrt{m_j}}\,\sqrt{m_j}\,x_j=\sum_{ij}x_i\Phi_{ij}x_j,\qquad \sum_i(\sqrt{m_i}\,x_i)^2=\sum_i m_ix_i^2 .$$

In the proof, `field_simp` performs the first cancellation, and `Real.mul_self_sqrt` supplies $\sqrt{m_i}\sqrt{m_i}=m_i$ for the second.

```lean
omit [DecidableEq n] in
/-- In mass-weighted coordinates the dynamical matrix gives the form of the force constants,
and the squared length gives the inertia form. -/
theorem weighted_forms (Φ : Matrix n n ℝ) {m : n → ℝ} (hm : ∀ i, 0 < m i) (x : n → ℝ) :
    weighted m x ⬝ᵥ dynMat Φ m *ᵥ weighted m x = x ⬝ᵥ Φ *ᵥ x ∧
      weighted m x ⬝ᵥ weighted m x = inertia m x := by
  constructor
  · simp only [dotProduct, Matrix.mulVec, dynMat, weighted, Matrix.of_apply, Finset.mul_sum]
    refine Finset.sum_congr rfl fun i _ => Finset.sum_congr rfl fun j _ => ?_
    have hi := (Real.sqrt_pos.2 (hm i)).ne'
    have hj := (Real.sqrt_pos.2 (hm j)).ne'
    field_simp
  · simp only [dotProduct, weighted, inertia]
    refine Finset.sum_congr rfl fun i _ => ?_
    linear_combination x i ^ 2 * Real.mul_self_sqrt (hm i).le
```

## (b) A largest eigenvalue exists

**Task.** Show that a symmetric $\Phi$ on at least one coordinate gives $D$ a largest eigenvalue.

**Solution.** $D$ is symmetric because $\Phi$ is, so the spectral theorem provides at least one real eigenvalue with a nonzero eigenvector. Every eigenvalue $l$ satisfies $\det(l-D)=0$ and is therefore a root of the characteristic polynomial, which has finitely many roots. A finite nonempty set of real numbers has a greatest element.

`IsHermitian` means symmetric for a real matrix. The finiteness is `hfin`, and `Set.exists_max_image` picks the maximum.

```lean
/-- A crystal with at least one coordinate and symmetric force constants has a largest
eigenvalue of its dynamical matrix. -/
theorem exists_topEigenvalue [Nonempty n] {Φ : Matrix n n ℝ} (hΦ : Φ.IsHermitian)
    (m : n → ℝ) : ∃ L, IsTopEigenvalue Φ m L := by
  have hD : (dynMat Φ m).IsHermitian := Matrix.IsHermitian.ext fun i j => by
    have h := hΦ.apply i j
    simp only [star_trivial] at h
    simp only [dynMat, Matrix.of_apply, star_trivial]
    rw [h, mul_comm]
  -- eigenvalues are roots of the characteristic polynomial, hence finite in number
  have hfin : {l : ℝ | ∃ v : n → ℝ, v ≠ 0 ∧ dynMat Φ m *ᵥ v = l • v}.Finite := by
    refine (dynMat Φ m).charpoly.roots.toFinset.finite_toSet.subset ?_
    rintro l ⟨v, hv, h⟩
    have hdet : (Matrix.scalar n l - dynMat Φ m).det = 0 := by
      refine Matrix.exists_mulVec_eq_zero_iff.1 ⟨v, hv, ?_⟩
      rw [Matrix.sub_mulVec, h]
      ext k
      simp [Matrix.scalar_apply]
    simp only [Finset.mem_coe, Multiset.mem_toFinset]
    rw [Polynomial.mem_roots (Matrix.charpoly_monic _).ne_zero, Polynomial.IsRoot.def,
      Matrix.eval_charpoly, hdet]
  obtain ⟨i⟩ := ‹Nonempty n›
  have h0 : (hD.eigenvectorBasis i).ofLp ≠ 0 := fun h =>
    hD.eigenvectorBasis.orthonormal.ne_zero i (by ext k; exact congrFun h k)
  obtain ⟨L, hL, hmax⟩ := Set.exists_max_image _ id hfin
    ⟨hD.eigenvalues i, _, h0, hD.mulVec_eigenvectorBasis i⟩
  exact ⟨L, hL, fun l hl => hmax l hl⟩
```

## (c) The Rayleigh bound

**Task.** For symmetric $\Phi$, positive masses and top eigenvalue $L$, show that $x\cdot\Phi x\le L\,I_m(x)$ for every displacement $x$.

**Solution.** Let $u\ne0$ satisfy $(L-D)u=au$. Then $Du=(L-a)u$, so $L-a$ is an eigenvalue of $D$. Hence $L-a\le L$ and $a\ge0$. The symmetric matrix $L-D$ has no negative eigenvalue, so it is positive semidefinite. With $w$ from part (a),

$$0\le w\cdot(L-D)w=L\,I_m(x)-x\cdot\Phi x .$$

The code writes $L$ times the identity as a diagonal matrix. The step `hP` proves that $L-D$ is positive semidefinite, and the last lines evaluate its form at `weighted m x`.

```lean
/-- Rayleigh bound: the form of the force constants is at most the top eigenvalue times
the inertia form. -/
theorem rayleigh_bound {Φ : Matrix n n ℝ} (hΦ : Φ.IsHermitian) {m : n → ℝ}
    (hm : ∀ i, 0 < m i) {L : ℝ} (hL : IsTopEigenvalue Φ m L) (x : n → ℝ) :
    x ⬝ᵥ Φ *ᵥ x ≤ L * inertia m x := by
  have hD : (dynMat Φ m).IsHermitian := Matrix.IsHermitian.ext fun i j => by
    have h := hΦ.apply i j
    simp only [star_trivial] at h
    simp only [dynMat, Matrix.of_apply, star_trivial]
    rw [h, mul_comm]
  have hA : (Matrix.diagonal (fun _ : n => L) - dynMat Φ m).IsHermitian :=
    (Matrix.isHermitian_diagonal _).sub hD
  -- every eigenvalue of `L - D` is nonnegative, since `L` is the largest one of `D`
  have hP : (Matrix.diagonal (fun _ : n => L) - dynMat Φ m).PosSemidef := by
    rw [hA.posSemidef_iff_eigenvalues_nonneg]
    intro i
    have h0 : (hA.eigenvectorBasis i).ofLp ≠ 0 := fun h =>
      hA.eigenvectorBasis.orthonormal.ne_zero i (by ext k; exact congrFun h k)
    have h1 : L - hA.eigenvalues i ≤ L := hL.2 ⟨_, h0, by
      ext k
      have he := congrFun (hA.mulVec_eigenvectorBasis i) k
      simp only [Matrix.sub_mulVec, Pi.sub_apply, Matrix.mulVec_diagonal, Pi.smul_apply,
        smul_eq_mul] at he ⊢
      linear_combination -he⟩
    change (0 : ℝ) ≤ hA.eigenvalues i
    linarith
  have h := hP.dotProduct_mulVec_nonneg (weighted m x)
  have h2 : weighted m x ⬝ᵥ Matrix.diagonal (fun _ : n => L) *ᵥ weighted m x
      = L * inertia m x := by
    rw [← (weighted_forms Φ hm x).2]
    simp only [dotProduct, Matrix.mulVec_diagonal, Finset.mul_sum]
    exact Finset.sum_congr rfl fun i _ => by ring
  rw [star_trivial, Matrix.sub_mulVec, dotProduct_sub, (weighted_forms Φ hm x).1, h2] at h
  linarith
```

## (d) A normal mode attains its own eigenvalue

**Task.** Let $Dv=lv$ with $v\ne0$, and let $x_i=v_i/\sqrt{m_i}$ be the displacement of this mode. Show that $x\cdot\Phi x=l\,I_m(x)$ and $I_m(x)>0$.

**Solution.** The mass-weighted coordinates of $x$ are $v$ itself. By part (a),

$$x\cdot\Phi x=v\cdot Dv=l\,v\cdot v=l\,I_m(x).$$

Some $v_i$ is nonzero, so one term of $I_m(x)$ is positive and the others are nonnegative. The mode need not be normalised.

```lean
omit [DecidableEq n] in
/-- For the displacement `v i / √(m i)` of a normal mode `v`, the form of the force constants
is the eigenvalue times the inertia form, and the inertia form is positive. -/
theorem mode_energy {Φ : Matrix n n ℝ} {m : n → ℝ} (hm : ∀ i, 0 < m i) {l : ℝ}
    {v : n → ℝ} (hv : v ≠ 0) (h : dynMat Φ m *ᵥ v = l • v) :
    (fun i => v i / √(m i)) ⬝ᵥ Φ *ᵥ (fun i => v i / √(m i))
        = l * inertia m (fun i => v i / √(m i)) ∧
      0 < inertia m (fun i => v i / √(m i)) := by
  have hw : weighted m (fun i => v i / √(m i)) = v := by
    funext i
    have hi := (Real.sqrt_pos.2 (hm i)).ne'
    simp only [weighted]
    field_simp
  constructor
  · rw [← (weighted_forms Φ hm _).1, ← (weighted_forms Φ hm _).2, hw, h, dotProduct_smul,
      smul_eq_mul]
  · obtain ⟨i, hi⟩ := Function.ne_iff.1 hv
    have hx : v i / √(m i) ≠ 0 := div_ne_zero hi (Real.sqrt_pos.2 (hm i)).ne'
    exact Finset.sum_pos' (fun j _ => mul_nonneg (hm j).le (sq_nonneg _))
      ⟨i, Finset.mem_univ i, mul_pos (hm i) (by positivity)⟩
```

## (e) Comparing two sets of masses

**Task.** Let $\Phi$ be positive semidefinite and $m_i\le c\,m'_i$ for all $i$, with all masses positive. Show that $L'\le cL$.

**Solution.** Positive semidefiniteness stands for mechanical stability: no displacement lowers the energy to second order. Applied to a top mode $x$ for $m$, it gives $0\le x\cdot\Phi x=L\,I_m(x)$, so $L\ge0$.

Now let $y$ be the displacement of a top mode for $m'$, and use it as a trial displacement for $m$:

$$L'I_{m'}(y)=y\cdot\Phi y\le L\,I_m(y)\le cL\,I_{m'}(y).$$

The steps are (d), (c) and the mass inequality multiplied by $L\ge0$. Dividing by $I_{m'}(y)>0$ finishes the argument. In the code these steps are `h1`, `h3` and `h5`, and `le_of_mul_le_mul_right` does the division.

```lean
/-- Let the force constants be positive semidefinite. If `m i ≤ c m' i` for every coordinate, the
top eigenvalue for the masses `m'` is at most `c` times the one for the masses `m`. -/
theorem top_le_mul {Φ : Matrix n n ℝ} (hΦ : Φ.PosSemidef) {m m' : n → ℝ}
    (hm : ∀ i, 0 < m i) (hm' : ∀ i, 0 < m' i) {c L L' : ℝ} (h : ∀ i, m i ≤ c * m' i)
    (hL : IsTopEigenvalue Φ m L) (hL' : IsTopEigenvalue Φ m' L') : L' ≤ c * L := by
  -- stability makes the top eigenvalue nonnegative
  have hL0 : 0 ≤ L := by
    obtain ⟨v, hv, he⟩ := hL.1
    obtain ⟨h1, h2⟩ := mode_energy hm hv he
    have h3 := hΦ.dotProduct_mulVec_nonneg (fun i => v i / √(m i))
    rw [star_trivial, h1] at h3
    exact le_of_mul_le_mul_right (by linarith) h2
  -- the top mode for `m'` is a trial displacement for `m`
  obtain ⟨v, hv, he⟩ := hL'.1
  obtain ⟨h1, h2⟩ := mode_energy hm' hv he
  have h3 := rayleigh_bound hΦ.isHermitian hm hL (fun i => v i / √(m' i))
  have h4 : inertia m (fun i => v i / √(m' i))
      ≤ c * inertia m' (fun i => v i / √(m' i)) := by
    simp only [inertia, Finset.mul_sum]
    refine Finset.sum_le_sum fun i _ => ?_
    rw [← mul_assoc]
    exact mul_le_mul_of_nonneg_right (h i) (sq_nonneg _)
  have h5 := mul_le_mul_of_nonneg_left h4 hL0
  exact le_of_mul_le_mul_right (by linarith) h2
```

## (f) The two-sided isotope bound

**Task.** Let $\Phi$ be positive semidefinite, $m_i>0$ and $m_i\le m'_i\le s\,m_i$. Show that $L/s\le L'\le L$.

**Solution.** Part (e) with $c=1$ gives $L'\le L$. With the roles of $m$ and $m'$ exchanged and $c=s$, it gives $L\le sL'$. An eigenvector for $L$ has a nonzero component, so there is at least one coordinate, and there $0<m'_i\le s\,m_i$ forces $s>0$. Division by $s$ yields the lower bound. The mass bounds even imply $s\ge1$, which is why it isn't a hypothesis.

For a single coordinate with $\Phi=k\ge0$, the eigenvalues are $L=k/m$ and $L'=k/m'$, and the bounds can be read off directly. Stability matters already here: for $k=-1$, $m=1$, $m'=2$ and $s=2$ one finds $L=-1$ and $L'=-\tfrac12$, so $L'\le L$ fails.

```lean
/-- Isotope bounds for positive semidefinite force constants: if every mass grows by a factor
between `1` and `s`, the largest squared frequency does not rise and falls at most by the factor
`s`. -/
theorem isotope_bounds {Φ : Matrix n n ℝ} (hΦ : Φ.PosSemidef) {m m' : n → ℝ} {s L L' : ℝ}
    (hm : ∀ i, 0 < m i) (hlow : ∀ i, m i ≤ m' i) (hupp : ∀ i, m' i ≤ s * m i)
    (hL : IsTopEigenvalue Φ m L) (hL' : IsTopEigenvalue Φ m' L') :
    L / s ≤ L' ∧ L' ≤ L := by
  have hm' : ∀ i, 0 < m' i := fun i => (hm i).trans_le (hlow i)
  have hs : 0 < s := by
    obtain ⟨v, hv, -⟩ := hL.1
    obtain ⟨i, -⟩ := Function.ne_iff.1 hv
    by_contra hneg
    nlinarith [hm i, hm' i, hupp i]
  constructor
  · rw [div_le_iff₀ hs, mul_comm]
    exact top_le_mul hΦ hm' hm hupp hL' hL
  · simpa using top_le_mul (c := 1) hΦ hm hm' (by simpa using hlow) hL hL'
```

## (g) Uniform substitution

**Task.** Let $\Phi$ be positive semidefinite and multiply all the positive masses by the same $s>0$. Show that $L'=L/s$.

**Solution.** Here $m'_i=s\,m_i$, so $m_i=s^{-1}m'_i$. Part (e) with $c=s^{-1}$ gives $L'\le L/s$, and with exchanged roles and $c=s$ it gives $L\le sL'$. The top frequency therefore scales as $1/\sqrt s$, and for $s\ge1$ the lower bound in (f) is attained. The code proves the two inequalities separately and joins them with `le_antisymm`.

```lean
/-- Multiplying all masses by the same factor `s` divides the largest squared frequency
by exactly `s`. -/
theorem uniform_substitution {Φ : Matrix n n ℝ} (hΦ : Φ.PosSemidef) {m : n → ℝ}
    {s L L' : ℝ} (hs : 0 < s) (hm : ∀ i, 0 < m i) (hL : IsTopEigenvalue Φ m L)
    (hL' : IsTopEigenvalue Φ (fun i => s * m i) L') : L' = L / s := by
  have hm' : ∀ i, 0 < s * m i := fun i => mul_pos hs (hm i)
  apply le_antisymm
  · have h := top_le_mul (c := s⁻¹) hΦ hm hm'
      (fun i => by rw [inv_mul_cancel_left₀ hs.ne']) hL hL'
    rwa [div_eq_inv_mul]
  · rw [div_le_iff₀ hs, mul_comm]
    exact top_le_mul hΦ hm' hm (fun i => le_refl _) hL' hL
```

## (h) Where a mode must be at rest

**Task.** Let $\Phi$ be symmetric and all masses positive. Let $L$ be the top eigenvalue for $m$, and let $v$ satisfy $D'v=lv$, where $D'$ is the dynamical matrix for $m'$. Suppose $L\,m_j\le l\,m'_j$ for all $j$. Show that $v_i=0$ wherever the inequality is strict.

**Solution.** If $v=0$ there is nothing to show. Otherwise put $y_j=v_j/\sqrt{m'_j}$. Parts (d) and (c) give

$$\sum_j(l\,m'_j-L\,m_j)\,y_j^2=y\cdot\Phi y-L\,I_m(y)\le0 .$$

No term on the left is negative, so every term vanishes. Where the bracket is positive, $y_i=0$ and hence $v_i=0$. The code argues by contradiction: if $v_i\neq0$, the sum is positive (`h3`), against the Rayleigh bound.

```lean
/-- Let `L` be the top eigenvalue for `m` and `v` a mode for `m'` with eigenvalue `l`. If
`L m j ≤ l m' j` for all `j`, then `v` vanishes wherever this inequality is strict. -/
theorem mode_at_rest {Φ : Matrix n n ℝ} (hΦ : Φ.IsHermitian) {m m' : n → ℝ}
    (hm : ∀ i, 0 < m i) (hm' : ∀ i, 0 < m' i) {L l : ℝ} (hL : IsTopEigenvalue Φ m L)
    {v : n → ℝ} (hv : dynMat Φ m' *ᵥ v = l • v) (h : ∀ j, L * m j ≤ l * m' j)
    {i : n} (hi : L * m i < l * m' i) : v i = 0 := by
  by_contra hne
  have hv0 : v ≠ 0 := fun h0 => hne (congrFun h0 i)
  have h1 := (mode_energy hm' hv0 hv).1
  have h2 := rayleigh_bound hΦ hm hL (fun j => v j / √(m' j))
  have hx : v i / √(m' i) ≠ 0 := div_ne_zero hne (Real.sqrt_pos.2 (hm' i)).ne'
  -- a moving coordinate with strict inequality would violate the Rayleigh bound
  have h3 : 0 < ∑ j, (l * m' j - L * m j) * (v j / √(m' j)) ^ 2 :=
    Finset.sum_pos' (fun j _ => mul_nonneg (sub_nonneg.2 (h j)) (sq_nonneg _))
      ⟨i, Finset.mem_univ i, mul_pos (sub_pos.2 hi) (by positivity)⟩
  have h4 : ∑ j, (l * m' j - L * m j) * (v j / √(m' j)) ^ 2
      = l * inertia m' (fun j => v j / √(m' j)) - L * inertia m (fun j => v j / √(m' j)) := by
    simp only [inertia, Finset.mul_sum, ← Finset.sum_sub_distrib]
    exact Finset.sum_congr rfl fun j _ => by ring
  linarith
```

## (i) Top modes when the top frequency is unchanged

**Task.** Let $\Phi$ be symmetric, $m_i>0$ and $m_i\le m'_i$. Suppose that the top eigenvalue $L>0$ of the light crystal is also the eigenvalue of a mode $v$ of the heavy one. Show that $v_i=0$ wherever $m_i<m'_i$.

**Solution.** Take $l=L$ in part (h). Since $L>0$, the condition $L\,m_j\le L\,m'_j$ holds everywhere and is strict exactly where the mass was increased. Those coordinates are at rest in the mode.

```lean
/-- If heavier masses leave a positive top eigenvalue unchanged, each top mode of the heavy
crystal vanishes on every coordinate whose mass was increased. -/
theorem unchanged_top_mode {Φ : Matrix n n ℝ} (hΦ : Φ.IsHermitian) {m m' : n → ℝ}
    (hm : ∀ i, 0 < m i) (hlow : ∀ i, m i ≤ m' i) {L : ℝ} (hpos : 0 < L)
    (hL : IsTopEigenvalue Φ m L) {v : n → ℝ} (hv : dynMat Φ m' *ᵥ v = L • v)
    {i : n} (hi : m i < m' i) : v i = 0 :=
  mode_at_rest hΦ hm (fun j => (hm j).trans_le (hlow j)) hL hv
    (fun j => mul_le_mul_of_nonneg_left (hlow j) hpos.le) (mul_lt_mul_of_pos_left hi hpos)
```

## (j) Top modes when the eigenvalue falls by the full factor

**Task.** Let $\Phi$ be symmetric, all masses positive and $m'_i\le s\,m_i$. Let $L'>0$ be the top eigenvalue of the heavy crystal, and let $v$ be a mode of the light crystal with eigenvalue $sL'$. Show that $v_i=0$ wherever $m'_i<s\,m_i$.

**Solution.** Use part (h) with the roles of the crystals exchanged. The condition becomes $L'm'_j\le sL'm_j$, which is the mass bound multiplied by $L'>0$, and it is strict where the mass grew by less than $s$. When $L'=L/s$, the eigenvalue $sL'$ is $L$, so the statement covers every top mode of the light crystal.

```lean
/-- If no mass grows by more than a factor `s` and the top eigenvalue falls by exactly this factor
to `L' > 0`, each top mode of the light crystal vanishes on every coordinate whose mass grew by less
than `s`. -/
theorem fully_lowered_top_mode {Φ : Matrix n n ℝ} (hΦ : Φ.IsHermitian) {m m' : n → ℝ}
    (hm : ∀ i, 0 < m i) (hm' : ∀ i, 0 < m' i) {s L' : ℝ} (hupp : ∀ i, m' i ≤ s * m i)
    (hpos : 0 < L') (hL' : IsTopEigenvalue Φ m' L') {v : n → ℝ}
    (hv : dynMat Φ m *ᵥ v = (s * L') • v) {i : n} (hi : m' i < s * m i) : v i = 0 :=
  mode_at_rest hΦ hm' hm hL' hv
    (fun j => by linarith [mul_le_mul_of_nonneg_left (hupp j) hpos.le])
    (by linarith [mul_lt_mul_of_pos_left hi hpos])

end

end IsotopeTopFrequency
```

```lean
#print axioms IsotopeTopFrequency.isotope_bounds
#print axioms IsotopeTopFrequency.uniform_substitution
#print axioms IsotopeTopFrequency.unchanged_top_mode
#print axioms IsotopeTopFrequency.fully_lowered_top_mode
```

```
'IsotopeTopFrequency.isotope_bounds' depends on axioms: [propext, Classical.choice, Quot.sound]
'IsotopeTopFrequency.uniform_substitution' depends on axioms: [propext, Classical.choice, Quot.sound]
'IsotopeTopFrequency.unchanged_top_mode' depends on axioms: [propext, Classical.choice, Quot.sound]
'IsotopeTopFrequency.fully_lowered_top_mode' depends on axioms: [propext, Classical.choice, Quot.sound]
```
